# First-order core polarization of non-interacting electron pairs as a sum over states

One way to estimate the isotropic hyperfine coupling of a radical is to add to the spin density of the singly occupied orbital at the nucleus a contribution from the closed shells. To first order in a fixed perturbation, the contribution of each closed-shell orbital is a sum over the other orbitals, with matrix elements divided by orbital energy differences. The sum is derived here for non-interacting electrons in a finite real basis, with a fixed spin-dependent perturbation and a non-degenerate occupied level.

## From the eigenvalue equation to the spin density

Let \(H\) be a linear operator on a finite-dimensional real inner product space, with orthonormal eigenvectors \(b_k\) that form a basis and \(Hb_k=\varepsilon_k b_k\). One orbital \(b_c\) holds two electrons, and \(\varepsilon_k\neq\varepsilon_c\) for \(k\neq c\). The unpaired electron acts on the pair through exchange, which differs for the two spins. This difference is modelled by \(+tV\) for spin up and \(-tV\) for spin down, where \(V\) is a fixed linear operator and \(t\) a real strength.

Let \(u(t)\) and \(e(t)\) satisfy, for all \(t\) near 0,
\[
(H+tV)u(t)=e(t)u(t),\qquad \|u(t)\|=1,\qquad u(0)=b_c,
\]
with \(u\) differentiable at 0. The spin-down orbital is then \(u(-t)\). In a finite basis, the value of an orbital \(\varphi\) at the nucleus is \(\langle x,\varphi\rangle\) for a suitable probe vector \(x\), so the spin density of the pair there is
\[
\rho(t)=\langle x,u(t)\rangle^2-\langle x,u(-t)\rangle^2 .
\]
The claim is
\[
\rho'(0)=4\langle x,b_c\rangle\sum_{k\neq c}\frac{\langle x,b_k\rangle\langle b_k,Vb_c\rangle}{\varepsilon_c-\varepsilon_k}.
\]

Write \(d=u'(0)\). Differentiating \(\langle u,u\rangle=1\) gives \(2\langle b_c,d\rangle=0\), so the response is orthogonal to the orbital.

Expanding a vector \(y\) in the eigenbasis shows that \(\langle b_k,Hy\rangle=\varepsilon_k\langle b_k,y\rangle\). Normalisation also gives \(e(t)=\langle u(t),(H+tV)u(t)\rangle\), whose right-hand side is differentiable at 0. Hence \(e(0)=\varepsilon_c\) and
\[
e'(0)=\langle d,Hb_c\rangle+\langle b_c,Hd+Vb_c\rangle
=2\varepsilon_c\langle b_c,d\rangle+\langle b_c,Vb_c\rangle=\langle b_c,Vb_c\rangle .
\]

The derivative of the eigenvalue equation at 0 is
\[
Hd+Vb_c=\varepsilon_c d+e'(0)b_c .
\]
Projection on \(b_k\) with \(k\neq c\) removes the last term and leaves
\[
\varepsilon_k\langle b_k,d\rangle+\langle b_k,Vb_c\rangle=\varepsilon_c\langle b_k,d\rangle,
\qquad
\langle b_k,d\rangle=\frac{\langle b_k,Vb_c\rangle}{\varepsilon_c-\varepsilon_k}.
\]

By the product and chain rules,
\[
\rho'(0)=2\langle x,b_c\rangle\langle x,d\rangle+2\langle x,b_c\rangle\langle x,d\rangle=4\langle x,b_c\rangle\langle x,d\rangle .
\]
Inserting \(\langle x,d\rangle=\sum_k\langle x,b_k\rangle\langle b_k,d\rangle\), whose term \(k=c\) vanishes, proves the claim.

## Several occupied orbitals

Now let every orbital in a set \(C\) be doubly occupied, each with a non-degenerate energy, and let \(V\) be symmetric. The total derivative is \(4\sum_{c\in C}\sum_{k\neq c}f_{ck}\), where
\[
f_{ck}=\frac{\langle x,b_c\rangle\langle x,b_k\rangle\langle b_k,Vb_c\rangle}{\varepsilon_c-\varepsilon_k}.
\]
Exchanging \(c\) and \(k\) changes only the sign of the denominator, so \(f_{ck}=-f_{kc}\). The terms with both indices in \(C\) cancel in pairs, and only excitations from \(C\) to its complement remain.

## Orbitals and spin density in Lean

The space `E` is a finite-dimensional real inner product space, and the finite type `ι` labels the eigenstates.

```lean
import Mathlib

open Filter Topology

namespace CorePolarization

noncomputable section

variable {E ι : Type*} [NormedAddCommGroup E] [InnerProductSpace ℝ E]
  [FiniteDimensional ℝ E] [Fintype ι]
```

The structure `IsPerturbedOrbital` collects the conditions on \(u\) and \(e\). The expression `∀ᶠ t in 𝓝 (0 : ℝ)` means "for all \(t\) in some neighbourhood of 0". The existence of such a differentiable orbital is a hypothesis; differentiability of the energy is proved below.

```lean
/-- A normalised orbital `u t` with energy `e t` that solves the eigenvalue equation of
`H + t V` for all small `t` and is differentiable at `t = 0`. -/
structure IsPerturbedOrbital (H V : E →ₗ[ℝ] E) (u : ℝ → E) (e : ℝ → ℝ) : Prop where
  eigen : ∀ᶠ t in 𝓝 (0 : ℝ), H (u t) + t • V (u t) = e t • u t
  unit : ∀ᶠ t in 𝓝 (0 : ℝ), ‖u t‖ = 1
  diff : DifferentiableAt ℝ u 0
```

The spin density is \(\rho(t)\) as above, with `x` as the probe vector.

```lean
/-- Spin density at the probe vector `x` of an electron pair with spin-up orbital `u t` and
spin-down orbital `u (-t)`. -/
def spinDensity (u : ℝ → E) (x : E) (t : ℝ) : ℝ :=
  (inner ℝ x (u t)) ^ 2 - (inner ℝ x (u (-t))) ^ 2
```

## Response of the orbital and its energy

`HasDerivAt f a 0` says that `f` is differentiable at 0 with derivative `a`. The first lemma differentiates \((H+tV)u(t)\). Linear maps in finite dimension are continuous, so they commute with the derivative.

```lean
/-- The derivative at `t = 0` of the perturbed Hamiltonian acting on a moving orbital. -/
theorem hamiltonian_hasDerivAt (H V : E →ₗ[ℝ] E) {u : ℝ → E} {d : E}
    (hd : HasDerivAt u d 0) :
    HasDerivAt (fun t : ℝ => H (u t) + t • V (u t)) (H d + V (u 0)) 0 := by
  have hA : ∀ A : E →ₗ[ℝ] E, HasDerivAt (fun t => A (u t)) (A d) 0 := fun A =>
    (LinearMap.toContinuousLinearMap A).hasFDerivAt.comp_hasDerivAt (0 : ℝ) hd
  have h := (hA H).add ((hasDerivAt_id' (0 : ℝ)).smul (hA V))
  refine HasDerivAt.congr_deriv h ?_
  simp
```

The next lemma is \(\langle b_k,Hy\rangle=\varepsilon_k\langle b_k,y\rangle\). The hypothesis `hb` states that the orthonormal basis `b` consists of eigenvectors with real energies `ε`; this makes \(H\) symmetric without a separate assumption.

```lean
omit [FiniteDimensional ℝ E] in
/-- The component of `H x` along an eigenstate is the eigenenergy times the component of `x`. -/
theorem inner_hamiltonian {H : E →ₗ[ℝ] E} {b : OrthonormalBasis ι ℝ E} {ε : ι → ℝ}
    (hb : ∀ k, H (b k) = ε k • b k) (k : ι) (x : E) :
    inner ℝ (b k) (H x) = ε k * inner ℝ (b k) x := by
  classical
  have hon := orthonormal_iff_ite.mp b.orthonormal
  calc inner ℝ (b k) (H x) = inner ℝ (b k) (H (∑ i, inner ℝ (b i) x • b i)) := by
        rw [b.sum_repr' x]
    _ = ε k * inner ℝ (b k) x := by
        simp only [map_sum, map_smul, hb, inner_sum, inner_smul_right, hon, mul_ite, mul_one,
          mul_zero, Finset.sum_ite_eq, Finset.mem_univ, if_true]
        ring
```

Orthogonality of the response follows by comparing two derivatives of \(\langle u,u\rangle\): the one from the product rule and that of the constant 1.

```lean
omit [FiniteDimensional ℝ E] in
/-- The first-order change of a normalised orbital is orthogonal to the orbital. -/
theorem response_orthogonal {H V : E →ₗ[ℝ] E} {u : ℝ → E} {e : ℝ → ℝ}
    (h : IsPerturbedOrbital H V u e) : inner ℝ (u 0) (deriv u 0) = 0 := by
  have hd := h.diff.hasDerivAt
  have h1 := hd.inner ℝ hd
  have hc : (fun t => inner ℝ (u t) (u t)) =ᶠ[𝓝 (0 : ℝ)] fun _ => (1 : ℝ) := by
    filter_upwards [h.unit] with t ht
    rw [real_inner_self_eq_norm_sq, ht]
    norm_num
  have h2 := h1.unique ((hasDerivAt_const (0 : ℝ) (1 : ℝ)).congr_of_eventuallyEq hc)
  have h3 := real_inner_comm (u 0) (deriv u 0)
  linarith
```

The energy derivative comes from the expectation value, as in the derivation. Despite its general name, the theorem concerns only \(t=0\) and a perturbation linear in \(t\).

```lean
/-- Hellmann–Feynman theorem: the orbital energy is differentiable at `t = 0`, and its
derivative is the expectation value of `V`. -/
theorem hellmann_feynman {H V : E →ₗ[ℝ] E} {b : OrthonormalBasis ι ℝ E} {ε : ι → ℝ}
    (hb : ∀ k, H (b k) = ε k • b k) {u : ℝ → E} {e : ℝ → ℝ}
    (h : IsPerturbedOrbital H V u e) {c : ι} (h0 : u 0 = b c) :
    HasDerivAt e (inner ℝ (b c) (V (b c))) 0 := by
  have hd := h.diff.hasDerivAt
  -- the energy is the expectation value of the perturbed Hamiltonian
  have heq : e =ᶠ[𝓝 (0 : ℝ)] fun t => inner ℝ (u t) (H (u t) + t • V (u t)) := by
    filter_upwards [h.eigen, h.unit] with t h1 h2
    rw [h1, inner_smul_right, real_inner_self_eq_norm_sq, h2]
    ring
  have hF := hd.inner ℝ (hamiltonian_hasDerivAt H V hd)
  refine (hF.congr_of_eventuallyEq heq).congr_deriv ?_
  have ho := response_orthogonal h
  rw [h0] at ho
  have ho' : inner ℝ (deriv u 0) (b c) = 0 := by
    rw [real_inner_comm]
    exact ho
  rw [h0, zero_smul, add_zero, inner_add_right, inner_hamiltonian hb, hb, inner_smul_right,
    ho, ho']
  ring
```

In `orbital_response`, `he0` identifies \(e(0)\) with \(\varepsilon_c\), `h1` is the differentiated eigenvalue equation and `h2` its projection on \(b_k\). The hypothesis `hε` permits division by the energy difference.

```lean
/-- First-order perturbation theory: the component of the orbital response along another
eigenstate is the matrix element of `V` divided by the energy difference. -/
theorem orbital_response {H V : E →ₗ[ℝ] E} {b : OrthonormalBasis ι ℝ E} {ε : ι → ℝ}
    (hb : ∀ k, H (b k) = ε k • b k) {u : ℝ → E} {e : ℝ → ℝ}
    (h : IsPerturbedOrbital H V u e) {c : ι} (h0 : u 0 = b c)
    {k : ι} (hk : k ≠ c) (hε : ε k ≠ ε c) :
    inner ℝ (b k) (deriv u 0) = inner ℝ (b k) (V (b c)) / (ε c - ε k) := by
  have hd := h.diff.hasDerivAt
  have he0 : ε c = e 0 := by
    have h1 := congrArg (fun y => inner ℝ (b c) y) h.eigen.self_of_nhds
    simp only [h0, zero_smul, add_zero, hb, inner_smul_right, real_inner_self_eq_norm_sq,
      b.orthonormal.1 c] at h1
    linarith
  -- differentiate both sides of the eigenvalue equation
  have hR : HasDerivAt (fun t => e t • u t)
      (e 0 • deriv u 0 + inner ℝ (b c) (V (b c)) • u 0) 0 :=
    (hellmann_feynman hb h h0).smul hd
  have h1 := (hamiltonian_hasDerivAt H V hd).unique (hR.congr_of_eventuallyEq h.eigen)
  -- project on the eigenstate `b k`
  have h2 := congrArg (fun y => inner ℝ (b k) y) h1
  have hkc : inner ℝ (b k) (b c) = 0 := b.orthonormal.2 hk
  simp only [h0, inner_add_right, inner_hamiltonian hb, inner_smul_right, hkc, ← he0] at h2
  rw [eq_div_iff (sub_ne_zero.mpr hε.symm)]
  linear_combination (-1 : ℝ) * h2
```

## The sum over states

The main theorem takes \(u(0)=b_c\) as `h0` and non-degeneracy of \(\varepsilon_c\) as `hε`. It does not require \(V\) to be symmetric. The set `Finset.univ.erase c` contains all labels except `c`; in a one-dimensional space it is empty and the derivative is zero.

In the proof, `hx` expands \(\langle x,d\rangle\) in the eigenbasis, while `hg` and `hm` differentiate the spin-up and spin-down amplitudes. The minus sign in `hm` comes from the argument \(-t\) and makes the two equal terms of the derivative add instead of cancel.

```lean
/-- Core polarization of one electron pair: the derivative of the spin density at `t = 0` is
a sum over all other eigenstates of `H`. -/
theorem spinDensity_hasDerivAt [DecidableEq ι] {H V : E →ₗ[ℝ] E}
    {b : OrthonormalBasis ι ℝ E} {ε : ι → ℝ} (hb : ∀ k, H (b k) = ε k • b k)
    {u : ℝ → E} {e : ℝ → ℝ} (h : IsPerturbedOrbital H V u e) {c : ι} (h0 : u 0 = b c)
    (hε : ∀ k, k ≠ c → ε k ≠ ε c) (x : E) :
    HasDerivAt (spinDensity u x)
      (4 * inner ℝ x (b c) * ∑ k ∈ Finset.univ.erase c,
        inner ℝ x (b k) * inner ℝ (b k) (V (b c)) / (ε c - ε k)) 0 := by
  have ho := response_orthogonal h
  rw [h0] at ho
  -- expand the orbital response in the eigenbasis
  have hx : inner ℝ x (deriv u 0) = ∑ k ∈ Finset.univ.erase c,
      inner ℝ x (b k) * inner ℝ (b k) (V (b c)) / (ε c - ε k) := by
    rw [← b.sum_inner_mul_inner x (deriv u 0),
      ← Finset.add_sum_erase Finset.univ _ (Finset.mem_univ c), ho, mul_zero, zero_add]
    refine Finset.sum_congr rfl fun k hk => ?_
    have hkc := Finset.ne_of_mem_erase hk
    rw [orbital_response hb h h0 hkc (hε k hkc), mul_div_assoc]
  have hg : HasDerivAt (fun t => inner ℝ x (u t)) (inner ℝ x (deriv u 0)) 0 := by
    refine ((hasDerivAt_const (0 : ℝ) x).inner ℝ h.diff.hasDerivAt).congr_deriv ?_
    simp
  have hg' : HasDerivAt (fun t => inner ℝ x (u t)) (inner ℝ x (deriv u 0)) (-0) := by
    rw [neg_zero]
    exact hg
  have hm : HasDerivAt (fun t => inner ℝ x (u (-t))) (inner ℝ x (deriv u 0) * (-1)) 0 :=
    HasDerivAt.comp (0 : ℝ) hg' (hasDerivAt_neg' (0 : ℝ))
  have hfun : spinDensity u x = fun t => inner ℝ x (u t) * inner ℝ x (u t)
      - inner ℝ x (u (-t)) * inner ℝ x (u (-t)) := by
    funext t
    simp only [spinDensity]
    ring
  rw [hfun, ← hx, ← h0]
  refine ((hg.fun_mul hg).fun_sub (hm.fun_mul hm)).congr_deriv ?_
  simp only [neg_zero]
  ring
```

The theorem gives the slope at \(t=0\) and no error bound at finite \(t\). Since \(V\) is fixed, the self-consistent change of the potential in an unrestricted Hartree–Fock calculation is not included. The response of the singly occupied orbital is left out too. For symmetric \(V\), part of that response cancels, in the first-order total spin density, the spin-up mixing of the closed shells with this orbital.

For a set `C` of occupied orbitals, each label has its own orbital and energy function, while \(V\) is common to all. The hypothesis `hε` excludes degenerate occupied levels, such as the three orbitals of an atomic p shell.

The proof applies the pair theorem to each orbital. Then `hrow` splits each sum into parts over `C` and `Cᶜ`, `hanti` is the antisymmetry of \(f_{ck}\), and `hzero` is the resulting cancellation. The diagonal terms in these sums are harmless because Lean sets division by zero to zero.

```lean
/-- Core polarization of a set `C` of doubly occupied orbitals: for symmetric `V` the
derivative of the total spin density contains only excitations from `C` to its complement. -/
theorem shell_spinDensity_hasDerivAt [DecidableEq ι] {H V : E →ₗ[ℝ] E} (hV : V.IsSymmetric)
    {b : OrthonormalBasis ι ℝ E} {ε : ι → ℝ} (hb : ∀ k, H (b k) = ε k • b k)
    (C : Finset ι) {u : ι → ℝ → E} {e : ι → ℝ → ℝ}
    (h : ∀ c ∈ C, IsPerturbedOrbital H V (u c) (e c)) (h0 : ∀ c ∈ C, u c 0 = b c)
    (hε : ∀ c ∈ C, ∀ k, k ≠ c → ε k ≠ ε c) (x : E) :
    HasDerivAt (fun t => ∑ c ∈ C, spinDensity (u c) x t)
      (4 * ∑ c ∈ C, ∑ k ∈ Cᶜ, inner ℝ x (b c) * inner ℝ x (b k)
        * inner ℝ (b k) (V (b c)) / (ε c - ε k)) 0 := by
  refine (HasDerivAt.fun_sum fun c hc =>
    spinDensity_hasDerivAt hb (h c hc) (h0 c hc) (hε c hc) x).congr_deriv ?_
  obtain ⟨f, hf⟩ : ∃ f : ι → ι → ℝ, ∀ c k, f c k = inner ℝ x (b c) * inner ℝ x (b k)
      * inner ℝ (b k) (V (b c)) / (ε c - ε k) := ⟨fun c k => _, fun _ _ => rfl⟩
  have hrow : ∀ c, 4 * inner ℝ x (b c) * ∑ k ∈ Finset.univ.erase c,
      inner ℝ x (b k) * inner ℝ (b k) (V (b c)) / (ε c - ε k)
      = 4 * (∑ k ∈ C, f c k + ∑ k ∈ Cᶜ, f c k) := by
    intro c
    have hcc : f c c = 0 := by rw [hf, sub_self, div_zero]
    rw [Finset.sum_add_sum_compl, ← Finset.add_sum_erase Finset.univ (f c) (Finset.mem_univ c),
      hcc, zero_add, mul_assoc]
    congr 1
    rw [Finset.mul_sum]
    refine Finset.sum_congr rfl fun k _ => ?_
    rw [hf]
    ring
  -- mixing among occupied orbitals is antisymmetric and cancels
  have hanti : ∀ c k, f c k = -f k c := by
    intro c k
    have hs : inner ℝ (b k) (V (b c)) = inner ℝ (b c) (V (b k)) :=
      (hV (b k) (b c)).symm.trans (real_inner_comm _ _)
    rw [hf, hf, hs, ← neg_sub (ε k) (ε c), div_neg]
    ring
  have hzero : ∑ c ∈ C, ∑ k ∈ C, f c k = 0 := by
    have h1 : ∑ c ∈ C, ∑ k ∈ C, f c k = -∑ c ∈ C, ∑ k ∈ C, f k c := by
      simp only [← Finset.sum_neg_distrib]
      exact Finset.sum_congr rfl fun c _ => Finset.sum_congr rfl fun k _ => hanti c k
    have h2 : ∑ c ∈ C, ∑ k ∈ C, f k c = ∑ c ∈ C, ∑ k ∈ C, f c k := Finset.sum_comm
    linarith
  rw [Finset.sum_congr rfl (fun c _ => hrow c), ← Finset.mul_sum, Finset.sum_add_distrib,
    hzero, zero_add]
  simp only [hf]
```

## A two-level system that meets the hypotheses

The example has energies \(1\) and \(-1\) and a symmetric perturbation that exchanges the two levels. The occupied level is the upper one, which the theorems allow; the example checks the hypotheses and does not describe a ground state.

```lean
/-- Two-level Hamiltonian with energies `1` and `-1`. -/
def twoLevelH : EuclideanSpace ℝ (Fin 2) →ₗ[ℝ] EuclideanSpace ℝ (Fin 2) where
  toFun v := !₂[v 0, -v 1]
  map_add' v w := by ext i; fin_cases i <;> simp [add_comm]
  map_smul' a v := by ext i; fin_cases i <;> simp

/-- Perturbation that exchanges the two levels. -/
def twoLevelV : EuclideanSpace ℝ (Fin 2) →ₗ[ℝ] EuclideanSpace ℝ (Fin 2) where
  toFun v := !₂[v 1, v 0]
  map_add' v w := by ext i; fin_cases i <;> simp
  map_smul' a v := by ext i; fin_cases i <;> simp
```

With \(s=\sqrt{1+t^2}\), the upper state has energy \(s\) and the unnormalised eigenvector \((1+s,\,t)\).

```lean
/-- Eigenvector of the perturbed two-level system before normalisation. -/
def twoLevelVec (t : ℝ) : EuclideanSpace ℝ (Fin 2) := !₂[1 + √(1 + t ^ 2), t]
```

Its squared norm is \(2s(1+s)\), so the orbital itself is
\[
u(t)=\frac{(1+s,\;t)}{\sqrt{2s(1+s)}},\qquad u(0)=(1,0).
\]
The last theorem verifies the symmetry of \(V\), the eigenbasis, the non-degeneracy, the three conditions on the orbital and its value at \(t=0\). The eigenvalue equation, named `key`, reduces to \(s^2=1+t^2\) in the first component and is an identity in the second. Differentiability holds because the square root is taken near 1 and the norm of the vector is never zero.

```lean
/-- The two-level system with its normalised eigenvector and energy `√(1 + t²)` meets the
hypotheses of the core-polarization theorems. -/
theorem perturbedOrbital_witness :
    twoLevelV.IsSymmetric ∧
    (∀ k, twoLevelH (EuclideanSpace.basisFun (Fin 2) ℝ k)
      = (![1, -1] : Fin 2 → ℝ) k • EuclideanSpace.basisFun (Fin 2) ℝ k) ∧
    (∀ k, k ≠ 0 → (![1, -1] : Fin 2 → ℝ) k ≠ (![1, -1] : Fin 2 → ℝ) 0) ∧
    IsPerturbedOrbital twoLevelH twoLevelV
      (fun t => ‖twoLevelVec t‖⁻¹ • twoLevelVec t) (fun t => √(1 + t ^ 2)) ∧
    ‖twoLevelVec 0‖⁻¹ • twoLevelVec 0 = EuclideanSpace.basisFun (Fin 2) ℝ 0 := by
  have hne : ∀ t, twoLevelVec t ≠ 0 := by
    intro t h
    have h1 : 1 + √(1 + t ^ 2) = 0 := congrArg (fun v : EuclideanSpace ℝ (Fin 2) => v 0) h
    linarith [Real.sqrt_nonneg (1 + t ^ 2)]
  refine ⟨?_, ?_, ?_, ⟨?_, ?_, ?_⟩, ?_⟩
  · intro v w
    simp [twoLevelV, PiLp.inner_apply, Fin.sum_univ_two]
    ring
  · intro k
    ext i
    fin_cases k <;> fin_cases i <;> simp [twoLevelH]
  · intro k hk
    fin_cases k
    · exact absurd rfl hk
    · norm_num
  · refine Eventually.of_forall fun t => ?_
    have hs : √(1 + t ^ 2) * √(1 + t ^ 2) = 1 + t ^ 2 := Real.mul_self_sqrt (by positivity)
    have key : twoLevelH (twoLevelVec t) + t • twoLevelV (twoLevelVec t)
        = √(1 + t ^ 2) • twoLevelVec t := by
      ext i
      fin_cases i
      · change (1 + √(1 + t ^ 2)) + t * t = √(1 + t ^ 2) * (1 + √(1 + t ^ 2))
        linear_combination (-1 : ℝ) * hs
      · change -t + t * (1 + √(1 + t ^ 2)) = √(1 + t ^ 2) * t
        ring
    simp only [map_smul]
    rw [smul_comm t, ← smul_add, key, smul_comm]
  · refine Eventually.of_forall fun t => ?_
    simp only [norm_smul, norm_inv, norm_norm]
    exact inv_mul_cancel₀ (norm_ne_zero_iff.mpr (hne t))
  · have hw : DifferentiableAt ℝ twoLevelVec 0 := by
      rw [differentiableAt_euclidean]
      intro i
      fin_cases i
      · change DifferentiableAt ℝ (fun t : ℝ => 1 + √(1 + t ^ 2)) 0
        have h1 : DifferentiableAt ℝ (fun t : ℝ => 1 + t ^ 2) 0 := by fun_prop
        exact (h1.sqrt (by norm_num)).const_add 1
      · change DifferentiableAt ℝ (fun t : ℝ => t) 0
        fun_prop
    exact ((hw.norm ℝ (hne 0)).inv (norm_ne_zero_iff.mpr (hne 0))).smul hw
  · have h2 : twoLevelVec 0 = (2 : ℝ) • EuclideanSpace.basisFun (Fin 2) ℝ 0 := by
      ext i
      fin_cases i
      · simp [twoLevelVec]
        norm_num
      · simp [twoLevelVec]
    rw [h2, norm_smul, (EuclideanSpace.basisFun (Fin 2) ℝ).orthonormal.1 0, smul_smul]
    norm_num

end

end CorePolarization
```

```lean
#print axioms CorePolarization.spinDensity_hasDerivAt
#print axioms CorePolarization.shell_spinDensity_hasDerivAt
```

```
'CorePolarization.spinDensity_hasDerivAt' depends on axioms: [propext, Classical.choice, Quot.sound]
'CorePolarization.shell_spinDensity_hasDerivAt' depends on axioms: [propext, Classical.choice, Quot.sound]
```
